# Reverse-mode iteration for the coupled-cluster Lambda equation converges when the Jacobian of the amplitude update has norm below one

A gradient-based coupled-cluster geometry optimisation uses the derivatives of the energy along the nuclear coordinates, and the converged amplitudes generally shift with these coordinates. Solving for that shift directly means one linear system per coordinate. The reverse-mode route solves a single system, \((1-J^\dagger)\Lambda=g\), where \(J\) is the Jacobian of the amplitude update and \(g\) is the gradient of the energy with respect to the amplitudes. I would iterate \(l_0=0\), \(l_{n+1}=g+J^\dagger l_n\) and stop after finitely many steps. What does \(l_n\) represent before convergence, and how far is it from \(\Lambda\)? I would like a rigorous answer, checked by machine.

## The unconverged iterate is a truncated response

Pair \(l_n\) with any perturbation vector \(b\). Then, for every \(J\),

\[
\langle l_n,b\rangle=\Big\langle g,\sum_{k<n}J^k b\Big\rangle .
\]

The sum is what \(n\) steps of the forward iteration \(x_0=0\), \(x_{n+1}=b+Jx_n\) produce, so stopping either iteration after \(n\) steps gives the same number. At \(n=0\) both sides vanish. If the identity holds at \(n\) for all \(b\), it can be used for the vector \(Jb\):

\[
\langle l_{n+1},b\rangle=\langle g,b\rangle+\langle l_n,Jb\rangle
=\langle g,b\rangle+\Big\langle g,\sum_{k<n}J^{k+1}b\Big\rangle
=\Big\langle g,\sum_{k<n+1}J^k b\Big\rangle .
\]

## The error shrinks by at least a factor \(\|J\|\) per step

Now let \(\|J\|<1\): to first order, the amplitude update contracts every deviation from the converged amplitudes. Since \(\|J^\dagger\|=\|J\|\), the operator \(1-J^\dagger\) is invertible and a solution \(\Lambda\) exists. Subtracting \(\Lambda=g+J^\dagger\Lambda\) from the iteration gives

\[
l_{n+1}-\Lambda=J^\dagger(l_n-\Lambda),\qquad\text{so}\qquad \|l_n-\Lambda\|\le\|J\|^n\|\Lambda\|,
\]

because \(l_0=0\). The equation also bounds its own solution: \(\|g\|=\|\Lambda-J^\dagger\Lambda\|\ge(1-\|J\|)\|\Lambda\|\). Together,

\[
\|l_n-\Lambda\|\le\frac{\|J\|^n\|g\|}{1-\|J\|}.
\]

The right side tends to zero, so \(l_n\to\Lambda\). Any other solution would be a limit of the same sequence, so \(\Lambda\) is unique.

The bound is attained. For \(J=q\cdot 1\) with \(0\le q<1\), \(\Lambda=g/(1-q)\) and the error is exactly \(q^n\|g\|/(1-q)\).

## \(\Lambda\) replaces the amplitude response in the energy derivative

Let the amplitudes satisfy \(t(s)=\Phi(t(s),s)\) along a coordinate \(s\), and let \(b\) be the explicit derivative of \(\Phi\) in \(s\). Differentiating gives \(x=Jx+b\) for the response \(x=dt/ds\). Hence

\[
\frac{d}{ds}\mathcal E(t(s))=\langle g,x\rangle=\langle(1-J^\dagger)\Lambda,x\rangle=\langle\Lambda,(1-J)x\rangle=\langle\Lambda,b\rangle .
\]

By Cauchy–Schwarz, using \(l_n\) for \(\Lambda\) changes this derivative by at most \(\|J\|^n\|g\|\|b\|/(1-\|J\|)\). For analytic gradients this turns a tolerance into a step count, provided the iteration is the plain linear one and a number \(q<1\) with \(\|J\|\le q\) is known; \(q\) then takes the place of \(\|J\|\) in the bound.

## What the Lean statements say

The amplitude space `E` is a real Hilbert space; \(\mathbb R^n\) with its Euclidean inner product is the matrix case, where `adjoint J` is the transpose. `J : E →L[ℝ] E` is a bounded linear operator, `lambdaIter J g n` is \(l_n\), and `SolvesLambda J g Λ` is the Lambda equation. The main theorem, `reverse_mode_iteration`, collects the duality, existence, uniqueness, convergence and the error bound.

In `energy_derivative`, the fixed-point equation `hfix` holds for all \(s\) near `p`. The hypothesis `hΦ` says that \(\Phi\) has derivative \((v,r)\mapsto Jv+rb\), and `hE` says that `g` is the gradient of `ℰ` at the converged amplitudes. Differentiability of \(t(s)\) is assumed, through `ht`. A solution `Λ` is also assumed, but not \(\|J\|<1\).

The model is general: \(\Phi\) is not built from a Hamiltonian, and \(\|J\|<1\) is a hypothesis about the update, not a consequence of coupled-cluster theory. The energy depends on \(s\) only through the amplitudes, so the explicit change of the Hamiltonian integrals in the energy expression is a separate contribution. Complex amplitudes are not treated.

```lean
import Mathlib

open Filter Topology
open ContinuousLinearMap (adjoint)
open scoped InnerProductSpace

namespace CoupledClusterReverseMode

noncomputable section

variable {E : Type*} [NormedAddCommGroup E] [InnerProductSpace ℝ E] [CompleteSpace E]

/-- The reverse-mode iteration `l₀ = 0`, `lₙ₊₁ = g + J† lₙ` for the Jacobian `J` of the
amplitude update and the energy gradient `g`. -/
def lambdaIter (J : E →L[ℝ] E) (g : E) : ℕ → E
  | 0 => 0
  | n + 1 => g + adjoint J (lambdaIter J g n)

/-- The Lambda equation `(1 - J†) Λ = g`. -/
def SolvesLambda (J : E →L[ℝ] E) (g Λ : E) : Prop :=
  (1 - adjoint J : E →L[ℝ] E) Λ = g

/-- After `n` steps, the reverse-mode iterate paired with a perturbation `b` equals the energy
gradient paired with the `n`-term forward response `∑ Jᵏ b`. -/
theorem inner_lambdaIter (J : E →L[ℝ] E) (g : E) (n : ℕ) (b : E) :
    ⟪lambdaIter J g n, b⟫_ℝ = ⟪g, ∑ k ∈ Finset.range n, (J ^ k) b⟫_ℝ := by
  induction n generalizing b with
  | zero => simp [lambdaIter]
  | succ n ih =>
    have hpow : ∀ k, (J ^ (k + 1)) b = (J ^ k) (J b) := fun k => by
      rw [pow_succ]; rfl
    have hzero : (J ^ 0) b = b := by rw [pow_zero]; rfl
    -- move the adjoint onto `b`, then use the duality for `J b`
    rw [lambdaIter, inner_add_left, ContinuousLinearMap.adjoint_inner_left, ih,
      Finset.sum_range_succ', hzero, inner_add_right, add_comm]
    simp only [hpow]

/-- Each step of the iteration applies `J†` to the error of the current iterate. -/
theorem error_step {J : E →L[ℝ] E} {g Λ : E} (hΛ : SolvesLambda J g Λ) (n : ℕ) :
    lambdaIter J g (n + 1) - Λ = adjoint J (lambdaIter J g n - Λ) := by
  have h : Λ - adjoint J Λ = g := hΛ
  rw [lambdaIter, map_sub]
  linear_combination (norm := module) (-1 : ℝ) • h

/-- For `‖J‖ < 1` the distance of the `n`-th iterate from a solution of the Lambda equation is
at most `‖J‖ⁿ ‖g‖ / (1 - ‖J‖)`. -/
theorem error_bound {J : E →L[ℝ] E} (hJ : ‖J‖ < 1) {g Λ : E} (hΛ : SolvesLambda J g Λ)
    (n : ℕ) : ‖lambdaIter J g n - Λ‖ ≤ ‖J‖ ^ n * ‖g‖ / (1 - ‖J‖) := by
  have hA : ∀ v, ‖adjoint J v‖ ≤ ‖J‖ * ‖v‖ := fun v => by
    have h := (adjoint J).le_opNorm v
    rwa [LinearIsometryEquiv.norm_map] at h
  -- the error contracts by at least a factor `‖J‖` in each step
  have hn : ‖lambdaIter J g n - Λ‖ ≤ ‖J‖ ^ n * ‖Λ‖ := by
    induction n with
    | zero => simp [lambdaIter]
    | succ n ih =>
      rw [error_step hΛ]
      calc ‖adjoint J (lambdaIter J g n - Λ)‖
          ≤ ‖J‖ * ‖lambdaIter J g n - Λ‖ := hA _
        _ ≤ ‖J‖ * (‖J‖ ^ n * ‖Λ‖) := by gcongr
        _ = ‖J‖ ^ (n + 1) * ‖Λ‖ := by ring
  -- the size of the solution itself
  have hsize : ‖Λ‖ ≤ ‖g‖ / (1 - ‖J‖) := by
    have h : Λ - adjoint J Λ = g := hΛ
    have h1 := norm_sub_norm_le Λ (adjoint J Λ)
    rw [h] at h1
    rw [le_div_iff₀ (sub_pos.mpr hJ)]
    linarith [hA Λ]
  calc ‖lambdaIter J g n - Λ‖ ≤ ‖J‖ ^ n * ‖Λ‖ := hn
    _ ≤ ‖J‖ ^ n * (‖g‖ / (1 - ‖J‖)) := by gcongr
    _ = ‖J‖ ^ n * ‖g‖ / (1 - ‖J‖) := by ring

/-- For `‖J‖ < 1` the iterates converge to any solution of the Lambda equation. -/
theorem tendsto_lambdaIter {J : E →L[ℝ] E} (hJ : ‖J‖ < 1) {g Λ : E}
    (hΛ : SolvesLambda J g Λ) : Tendsto (lambdaIter J g) atTop (𝓝 Λ) := by
  have h0 : Tendsto (fun n : ℕ => ‖J‖ ^ n * ‖g‖ / (1 - ‖J‖)) atTop (𝓝 0) := by
    have h := ((tendsto_pow_atTop_nhds_zero_of_lt_one (norm_nonneg J) hJ).mul_const
      ‖g‖).div_const (1 - ‖J‖)
    rwa [zero_mul, zero_div] at h
  rw [tendsto_iff_norm_sub_tendsto_zero]
  exact squeeze_zero (fun _ => norm_nonneg _) (error_bound hJ hΛ) h0

/-- Reverse-mode iteration for `‖J‖ < 1`: every iterate reproduces the truncated forward
response, and the iterates converge to the unique solution of the Lambda equation with error at
most `‖J‖ⁿ ‖g‖ / (1 - ‖J‖)`. -/
theorem reverse_mode_iteration (J : E →L[ℝ] E) (hJ : ‖J‖ < 1) (g : E) :
    (∀ n b, ⟪lambdaIter J g n, b⟫_ℝ = ⟪g, ∑ k ∈ Finset.range n, (J ^ k) b⟫_ℝ) ∧
    ∃ Λ, SolvesLambda J g Λ ∧ (∀ Λ', SolvesLambda J g Λ' → Λ' = Λ) ∧
      Tendsto (lambdaIter J g) atTop (𝓝 Λ) ∧
      ∀ n, ‖lambdaIter J g n - Λ‖ ≤ ‖J‖ ^ n * ‖g‖ / (1 - ‖J‖) := by
  refine ⟨inner_lambdaIter J g, ?_⟩
  have hA : ‖adjoint J‖ < 1 := by rwa [LinearIsometryEquiv.norm_map]
  -- `1 - J†` is invertible, which gives a solution
  obtain ⟨u, hu⟩ := isUnit_one_sub_of_norm_lt_one hA
  have hsol : SolvesLambda J g ((↑u⁻¹ : E →L[ℝ] E) g) := by
    have h := congrArg (fun T : E →L[ℝ] E => T g) u.mul_inv
    rw [hu] at h
    exact h
  exact ⟨_, hsol, fun Λ' h' =>
    tendsto_nhds_unique (tendsto_lambdaIter hJ h') (tendsto_lambdaIter hJ hsol),
    tendsto_lambdaIter hJ hsol, error_bound hJ hsol⟩

/-- Let the amplitudes `t` be differentiable at `p` and satisfy `t(s) = Φ(t(s), s)` near `p`, where
`Φ` is differentiable at `(t(p), p)` with amplitude Jacobian `J` and explicit derivative `b`. If `ℰ`
has gradient `g` at `t(p)` and `Λ` solves the Lambda equation for `J` and `g`, then `ℰ(t(s))` has
derivative `⟪Λ, b⟫` at `p`. -/
theorem energy_derivative {J : E →L[ℝ] E} {g Λ b x : E} {p : ℝ} {t : ℝ → E}
    {Φ : E × ℝ → E} {ℰ : E → ℝ} (hΛ : SolvesLambda J g Λ)
    (hfix : ∀ᶠ s in 𝓝 p, t s = Φ (t s, s)) (ht : HasDerivAt t x p)
    (hΦ : HasFDerivAt Φ (J.coprod (ContinuousLinearMap.toSpanSingleton ℝ b)) (t p, p))
    (hE : HasGradientAt ℰ g (t p)) :
    HasDerivAt (fun s => ℰ (t s)) ⟪Λ, b⟫_ℝ p := by
  -- differentiate the amplitude equation: `x = J x + b`
  have hpair : HasDerivAt (fun s => (t s, s)) (x, (1 : ℝ)) p := ht.prodMk (hasDerivAt_id' p)
  have hcomp : HasDerivAt (Φ ∘ fun s => (t s, s))
      ((J.coprod (ContinuousLinearMap.toSpanSingleton ℝ b)) (x, (1 : ℝ))) p :=
    HasFDerivAt.comp_hasDerivAt p hΦ hpair
  have hx : x = J x + b := by
    have h := ht.unique (hcomp.congr_of_eventuallyEq hfix)
    simpa using h
  -- exchange the response `x` for the multiplier `Λ`
  have hswap : ⟪g, x⟫_ℝ = ⟪Λ, b⟫_ℝ := by
    have h : Λ - adjoint J Λ = g := hΛ
    have hb : x - J x = b := sub_eq_iff_eq_add'.mpr hx
    rw [← h, ← hb, inner_sub_left, inner_sub_right, ContinuousLinearMap.adjoint_inner_left]
  rw [← hswap]
  exact (hE.hasFDerivAt.comp_hasDerivAt p ht).congr_deriv (by simp)

/-- For `‖J‖ < 1` and a solution `Λ` of the Lambda equation, replacing `Λ` by the `n`-th iterate
changes the pairing `⟪Λ, b⟫` by at most `‖J‖ⁿ ‖g‖ / (1 - ‖J‖)` times `‖b‖`. -/
theorem gradient_error {J : E →L[ℝ] E} (hJ : ‖J‖ < 1) {g Λ : E}
    (hΛ : SolvesLambda J g Λ) (b : E) (n : ℕ) :
    |⟪lambdaIter J g n, b⟫_ℝ - ⟪Λ, b⟫_ℝ| ≤ ‖J‖ ^ n * ‖g‖ / (1 - ‖J‖) * ‖b‖ := by
  rw [← inner_sub_left]
  exact (abs_real_inner_le_norm _ _).trans
    (mul_le_mul_of_nonneg_right (error_bound hJ hΛ n) (norm_nonneg b))

/-- On a nontrivial space, the Jacobian `J = q · 1` with `0 ≤ q < 1` has norm `q`, and the distance
of its `n`-th iterate from a solution of the Lambda equation is exactly `qⁿ ‖g‖ / (1 - q)`. -/
theorem error_bound_sharp [Nontrivial E] {q : ℝ} (hq0 : 0 ≤ q) (hq1 : q < 1) {g Λ : E}
    (hΛ : SolvesLambda (q • (1 : E →L[ℝ] E)) g Λ) (n : ℕ) :
    ‖q • (1 : E →L[ℝ] E)‖ = q ∧
      ‖lambdaIter (q • (1 : E →L[ℝ] E)) g n - Λ‖ = q ^ n * ‖g‖ / (1 - q) := by
  refine ⟨by rw [norm_smul, norm_one, mul_one, Real.norm_of_nonneg hq0], ?_⟩
  have hA : ∀ v, adjoint (q • (1 : E →L[ℝ] E)) v = q • v := fun v => by
    refine ext_inner_right ℝ fun w => ?_
    rw [ContinuousLinearMap.adjoint_inner_left]
    change ⟪v, q • w⟫_ℝ = ⟪q • v, w⟫_ℝ
    rw [real_inner_smul_left, real_inner_smul_right]
  have hn : ‖lambdaIter (q • (1 : E →L[ℝ] E)) g n - Λ‖ = q ^ n * ‖Λ‖ := by
    induction n with
    | zero => simp [lambdaIter]
    | succ n ih =>
      rw [error_step hΛ, hA, norm_smul, Real.norm_of_nonneg hq0, ih]
      ring
  have hg : ‖g‖ = (1 - q) * ‖Λ‖ := by
    have h : Λ - adjoint (q • (1 : E →L[ℝ] E)) Λ = g := hΛ
    rw [hA] at h
    have h2 : g = (1 - q) • Λ := by rw [← h]; module
    rw [h2, norm_smul, Real.norm_of_nonneg (sub_pos.mpr hq1).le]
  rw [hn, hg, eq_div_iff (sub_pos.mpr hq1).ne']
  ring

end

end CoupledClusterReverseMode
```

```lean
#print axioms CoupledClusterReverseMode.reverse_mode_iteration
#print axioms CoupledClusterReverseMode.energy_derivative
#print axioms CoupledClusterReverseMode.gradient_error
#print axioms CoupledClusterReverseMode.error_bound_sharp
```

```
'CoupledClusterReverseMode.reverse_mode_iteration' depends on axioms: [propext, Classical.choice, Quot.sound]
'CoupledClusterReverseMode.energy_derivative' depends on axioms: [propext, Classical.choice, Quot.sound]
'CoupledClusterReverseMode.gradient_error' depends on axioms: [propext, Classical.choice, Quot.sound]
'CoupledClusterReverseMode.error_bound_sharp' depends on axioms: [propext, Classical.choice, Quot.sound]
```

## How the proofs follow the calculation

`inner_lambdaIter` is the induction above. It keeps `b` general so that the induction hypothesis applies to `J b`; `adjoint_inner_left` moves \(J^\dagger\) across the inner product, and `Finset.sum_range_succ'` splits off the \(k=0\) term.

`error_step` is the subtraction of the two equations. Inside `error_bound`, `hn` iterates the contraction and `hsize` bounds \(\|\Lambda\|\). `tendsto_lambdaIter` squeezes the error between zero and the vanishing bound. The main theorem takes the inverse of \(1-J^\dagger\) from `isUnit_one_sub_of_norm_lt_one` and gets uniqueness from `tendsto_nhds_unique`.

In `energy_derivative`, `hx` obtains \(x=Jx+b\) by comparing two derivatives of the same curve, and `hswap` exchanges \(x\) for \(\Lambda\). `gradient_error` adds Cauchy–Schwarz to the error bound. `error_bound_sharp` repeats the error argument for \(J=q\cdot1\) with equalities; it asks for a nontrivial space so that the identity has norm one.

## One step in a program

Suppose the code updates amplitudes by \(\Phi(t)=t-D^{-1}R(t)\), with \(R\) the amplitude residual and \(D\) a fixed diagonal matrix of nonzero orbital-energy differences. A reverse-mode step evaluates the vector–Jacobian product \(J^\dagger l_n\), by automatic differentiation or hand-written transposed contractions, and adds \(g\). The matrix \(J\) need not be stored. The multipliers \(\lambda\) of the Lagrangian \(\mathcal E+\langle\lambda,R\rangle\) are then \(\lambda=-D^{-1}\Lambda\). If the code accelerates the iteration with DIIS, its iterates are in general no longer the \(l_n\) bounded here.
